# Hückel nonbonding orbitals under zero differential overlap: zero exchange for one basis in square cyclobutadiene, positive exchange for every nonzero pair in trimethylenemethane under positive definite repulsion

Take two sites with one atomic orbital on each, repulsion \(U\) on a site and \(V<U\) between the sites. Zero differential overlap is assumed throughout: products of atomic orbitals on different sites are neglected. The orbitals \((1,0)\) and \((0,1)\) share no site, so the products of their coefficients are \((0,0)\) and their exchange is zero. The orbitals \((1,1)/\sqrt2\) and \((1,-1)/\sqrt2\) are also orthogonal, but their products are \((\tfrac12,-\tfrac12)\), and their exchange integral is \((U-V)/2>0\). Orthogonality alone does not remove exchange; disjoint supports do.

In general, the sites form a finite type `n`, and a real pi orbital is a coefficient vector `n → ℝ`.

```lean
import Mathlib

open Matrix

namespace PPPExchange

noncomputable section

variable {n : Type*} [Fintype n]
```

Under zero differential overlap, with repulsion integrals \(\gamma_{ij}\), the exchange integral is
\[K(a,b)=\sum_{i,j}\gamma_{ij}\,a_ib_i\,a_jb_j .\]

```lean
/-- The exchange integral of two real pi orbitals under zero differential overlap,
with repulsion integrals `γ i j` between sites. -/
def exchange (γ : Matrix n n ℝ) (a b : n → ℝ) : ℝ :=
  ∑ i, ∑ j, γ i j * a i * b i * a j * b j
```

The one-electron part is \(H=\alpha 1+\beta A\), with site energy \(\alpha\), resonance integral \(\beta\) and bond matrix \(A\).

```lean
/-- The Hückel Hamiltonian with site energy `α`, resonance integral `β` and
bond adjacency matrix `A`. -/
def huckel [DecidableEq n] (α β : ℝ) (A : Matrix n n ℝ) : Matrix n n ℝ :=
  α • (1 : Matrix n n ℝ) + β • A
```

A nonbonding vector satisfies \(Hx=\alpha x\). The zero vector qualifies, so it is excluded separately where necessary.

```lean
/-- The vector `x` solves the Hückel equation at the nonbonding energy `α`. -/
def IsNonbonding [DecidableEq n] (α β : ℝ) (A : Matrix n n ℝ) (x : n → ℝ) : Prop :=
  huckel α β A *ᵥ x = α • x
```

A simple repulsion matrix ignores distance between different sites: \(\gamma_{ij}=V+(U-V)\delta_{ij}\).

```lean
/-- Repulsion `U` on each site and `V` between any two different sites. -/
def uniformRepulsion [DecidableEq n] (U V : ℝ) : Matrix n n ℝ :=
  Matrix.of fun i j => if i = j then U else V
```

Both molecules have four carbon atoms, numbered 0 to 3, each contributing one p orbital to the pi system; the hydrogen atoms are left out. Square cyclobutadiene is a ring with four equal bonds; the rectangular form, with alternating bonds, is not treated.

```lean
/-- The bonds of square cyclobutadiene, a ring of four atoms. -/
def cyclobutadiene : Matrix (Fin 4) (Fin 4) ℝ :=
  !![0, 1, 0, 1; 1, 0, 1, 0; 0, 1, 0, 1; 1, 0, 1, 0]
```

Trimethylenemethane has atom 0 bonded to three outer atoms.

```lean
/-- The bonds of trimethylenemethane, with atom 0 at the centre. -/
def trimethylenemethane : Matrix (Fin 4) (Fin 4) ℝ :=
  !![0, 1, 1, 1; 1, 0, 0, 0; 1, 0, 0, 0; 1, 0, 0, 0]
```

For the ring, let \(e=(1,0,-1,0)/\sqrt2\)

```lean
/-- The normalized difference of the atomic orbitals on atoms 0 and 2. -/
def evenOrbital : Fin 4 → ℝ := ![(Real.sqrt 2)⁻¹, 0, -(Real.sqrt 2)⁻¹, 0]
```

and \(o=(0,1,0,-1)/\sqrt2\).

```lean
/-- The normalized difference of the atomic orbitals on atoms 1 and 3. -/
def oddOrbital : Fin 4 → ℝ := ![0, (Real.sqrt 2)⁻¹, 0, -(Real.sqrt 2)⁻¹]
```

## Exchange as the self-repulsion of an overlap density

Put \(\rho_i=a_ib_i\), written `a * b` in Lean. Then \(K=\sum_{i,j}\rho_i\gamma_{ij}\rho_j=\rho^{T}\gamma\rho\).

```lean
/-- Exchange is the repulsion quadratic form of the overlap density `a i * b i`. -/
theorem exchange_eq_quadratic (γ : Matrix n n ℝ) (a b : n → ℝ) :
    exchange γ a b = (a * b) ⬝ᵥ (γ *ᵥ (a * b)) := by
  simp only [exchange, dotProduct, Matrix.mulVec, Pi.mul_apply, Finset.mul_sum]
  refine Finset.sum_congr rfl fun i _ => Finset.sum_congr rfl fun j _ => ?_
  ring
```

Positive definiteness of \(\gamma\) is assumed here. It means that every nonzero site density has positive self-repulsion. Hence \(K>0\) if \(\rho\ne0\), and \(K=0\) if \(\rho=0\). The latter means that at each site \(a_i=0\) or \(b_i=0\), which is disjointness of supports; `key` proves this equivalence.

```lean
/-- For a positive definite repulsion matrix, exchange is nonnegative, and it is zero
exactly when the two orbitals have disjoint supports. -/
theorem exchange_nonneg_and_eq_zero_iff {γ : Matrix n n ℝ} (hγ : γ.PosDef)
    (a b : n → ℝ) :
    0 ≤ exchange γ a b ∧
      (exchange γ a b = 0 ↔ Disjoint (Function.support a) (Function.support b)) := by
  -- disjoint supports mean that the overlap density vanishes
  have key : Disjoint (Function.support a) (Function.support b) ↔ a * b = 0 := by
    constructor
    · intro h
      funext i
      by_contra hne
      have h2 : a i ≠ 0 ∧ b i ≠ 0 := mul_ne_zero_iff.mp hne
      exact Set.disjoint_left.mp h h2.1 h2.2
    · intro h
      rw [Set.disjoint_left]
      intro i hai hbi
      exact mul_ne_zero hai hbi (congrFun h i)
  rw [key, exchange_eq_quadratic]
  by_cases h0 : a * b = 0
  · simp [h0]
  · have h := hγ.dotProduct_mulVec_pos h0
    rw [star_trivial] at h
    exact ⟨h.le, fun h1 => absurd h1 h.ne', fun h1 => absurd h1 h0⟩
```

For the uniform model, inserting \(\gamma_{ij}\) gives
\[K=V\Big(\sum_i\rho_i\Big)^2+(U-V)\sum_i\rho_i^2 ,\qquad \sum_i\rho_i=a\cdot b .\]

```lean
/-- Exchange for on-site repulsion `U` and uniform intersite repulsion `V`. -/
theorem exchange_uniformRepulsion [DecidableEq n] (U V : ℝ) (a b : n → ℝ) :
    exchange (uniformRepulsion U V) a b
      = (U - V) * ∑ i, (a i * b i) ^ 2 + V * (a ⬝ᵥ b) ^ 2 := by
  -- split each term into a uniform part and an on-site part
  have h : ∀ i j, uniformRepulsion U V i j * a i * b i * a j * b j
      = V * ((a i * b i) * (a j * b j))
        + if i = j then (U - V) * (a i * b i) ^ 2 else 0 := by
    intro i j
    by_cases hij : i = j
    · subst hij
      simp only [uniformRepulsion, Matrix.of_apply, if_true]
      ring
    · simp only [uniformRepulsion, Matrix.of_apply, if_neg hij]
      ring
  have h2 : V * (a ⬝ᵥ b) ^ 2 = ∑ i, ∑ j, V * ((a i * b i) * (a j * b j)) := by
    rw [dotProduct, sq, Finset.sum_mul_sum, Finset.mul_sum]
    simp only [Finset.mul_sum]
  simp only [exchange, h, Finset.sum_add_distrib, Finset.sum_ite_eq, Finset.mem_univ,
    if_true]
  rw [h2, Finset.mul_sum]
  exact add_comm _ _
```

Setting \(a=x\) and \(b_i=1\) for every \(i\) makes \(\rho=x\), so \(x^T\gamma x=(U-V)\sum_i x_i^2+V(\sum_i x_i)^2\). This is positive for \(x\neq0\) when \(0\le V<U\), so the uniform model supplies examples of positive definite repulsion.

```lean
/-- The uniform repulsion matrix is positive definite when `0 ≤ V < U`. -/
theorem uniformRepulsion_posDef_witness [DecidableEq n] {U V : ℝ} (hV : 0 ≤ V)
    (hVU : V < U) : (uniformRepulsion U V : Matrix n n ℝ).PosDef := by
  rw [Matrix.posDef_iff_dotProduct_mulVec]
  refine ⟨Matrix.IsHermitian.ext fun i j => ?_, ?_⟩
  · by_cases hij : i = j
    · subst hij
      simp
    · simp [uniformRepulsion, hij, Ne.symm hij]
  · intro x hx
    have h := exchange_eq_quadratic (uniformRepulsion U V) x 1
    rw [mul_one] at h
    rw [star_trivial, ← h, exchange_uniformRepulsion]
    obtain ⟨i, hi⟩ := Function.ne_iff.mp hx
    have hs : 0 < ∑ i, (x i * (1 : n → ℝ) i) ^ 2 := by
      refine Finset.sum_pos' (fun i _ => sq_nonneg _) ⟨i, Finset.mem_univ i, ?_⟩
      have hi' : x i ≠ 0 := hi
      simp only [Pi.one_apply, mul_one]
      positivity
    have h1 := mul_pos (sub_pos.mpr hVU) hs
    have h2 := mul_nonneg hV (sq_nonneg (x ⬝ᵥ (1 : n → ℝ)))
    linarith
```

## The two nonbonding spaces

Subtracting \(\alpha x\) from \(Hx=\alpha x\) leaves \(\beta Ax=0\). If neighbouring orbitals really couple, \(\beta\ne0\), and this is \(Ax=0\).

```lean
/-- For nonzero resonance integral, the nonbonding vectors are the kernel of the
adjacency matrix. -/
theorem isNonbonding_iff [DecidableEq n] {α β : ℝ} (hβ : β ≠ 0) (A : Matrix n n ℝ)
    (x : n → ℝ) : IsNonbonding α β A x ↔ A *ᵥ x = 0 := by
  unfold IsNonbonding huckel
  rw [Matrix.add_mulVec, Matrix.smul_mulVec, Matrix.smul_mulVec, Matrix.one_mulVec]
  simp [hβ]
```

For the ring, \(Ax=0\) says \(x_1+x_3=0\) and \(x_0+x_2=0\), so \(x=\sqrt2\,x_0\,e+\sqrt2\,x_1\,o\). Each of \(e,o\) has norm \(\tfrac12+\tfrac12=1\). Since \(e_io_i=0\) at every atom, both \(e\cdot o\) and \(K(e,o)\) vanish, whatever \(\gamma\) is. The result concerns this basis: the rotated pair \((e\pm o)/\sqrt2\) has overlapping supports.

```lean
/-- For nonzero resonance integral, the nonbonding space of square cyclobutadiene is spanned by two
orthonormal orbitals whose exchange is zero for every repulsion matrix. -/
theorem cyclobutadiene_zero_exchange_basis {α β : ℝ} (hβ : β ≠ 0) :
    (∀ x, IsNonbonding α β cyclobutadiene x ↔
      ∃ c d : ℝ, x = c • evenOrbital + d • oddOrbital) ∧
    evenOrbital ⬝ᵥ evenOrbital = 1 ∧ oddOrbital ⬝ᵥ oddOrbital = 1 ∧
    evenOrbital ⬝ᵥ oddOrbital = 0 ∧
    ∀ γ : Matrix (Fin 4) (Fin 4) ℝ, exchange γ evenOrbital oddOrbital = 0 := by
  have hs : (Real.sqrt 2)⁻¹ * (Real.sqrt 2)⁻¹ = 1 / 2 := by
    rw [← mul_inv, Real.mul_self_sqrt (by norm_num)]
    norm_num
  simp only [evenOrbital, oddOrbital]
  generalize (Real.sqrt 2)⁻¹ = s at hs ⊢
  refine ⟨fun x => ?_, ?_, ?_, ?_, fun γ => ?_⟩
  · rw [isNonbonding_iff hβ]
    constructor
    · intro h
      -- opposite atoms carry opposite coefficients
      have h0 := congrFun h 0
      have h1 := congrFun h 1
      simp [cyclobutadiene, Matrix.mulVec, dotProduct, Fin.sum_univ_four] at h0 h1
      have h2 : x 2 = -x 0 := by linarith
      have h3 : x 3 = -x 1 := by linarith
      refine ⟨2 * s * x 0, 2 * s * x 1, ?_⟩
      ext i
      fin_cases i <;> simp [h2, h3] <;>
        first
          | linear_combination (-2 * x 0) * hs
          | linear_combination (-2 * x 1) * hs
    · rintro ⟨c, d, rfl⟩
      ext i
      fin_cases i <;>
        simp [cyclobutadiene, Matrix.mulVec, dotProduct, Fin.sum_univ_four]
  · simp [dotProduct, Fin.sum_univ_four]
    linear_combination 2 * hs
  · simp [dotProduct, Fin.sum_univ_four]
    linear_combination 2 * hs
  · simp [dotProduct, Fin.sum_univ_four]
  · simp [exchange, Fin.sum_univ_four]
```

For trimethylenemethane, the central row gives \(x_1+x_2+x_3=0\), and each outer row gives \(x_0=0\).

```lean
/-- For nonzero resonance integral, a vector is nonbonding in trimethylenemethane exactly when it
vanishes on the central atom and its outer coefficients sum to zero. -/
theorem trimethylenemethane_nonbonding_iff {α β : ℝ} (hβ : β ≠ 0) (x : Fin 4 → ℝ) :
    IsNonbonding α β trimethylenemethane x ↔ x 0 = 0 ∧ x 1 + x 2 + x 3 = 0 := by
  rw [isNonbonding_iff hβ]
  constructor
  · intro h
    have h0 := congrFun h 0
    have h1 := congrFun h 1
    simp [trimethylenemethane, Matrix.mulVec, dotProduct, Fin.sum_univ_four] at h0 h1
    exact ⟨h1, by linarith⟩
  · rintro ⟨h0, h1⟩
    ext i
    fin_cases i <;>
      simp [trimethylenemethane, Matrix.mulVec, dotProduct, Fin.sum_univ_four, h0, h1]
```

Suppose nonzero nonbonding \(a,b\) had \(K=0\). At each of the three outer atoms one of them vanishes, so one vector vanishes at two outer atoms. Its zero sum removes the third coefficient, and the vector is zero, a contradiction. Lean runs through the eight cases, and `linarith` supplies the third coefficient.

```lean
/-- For nonzero resonance integral, any two nonzero nonbonding vectors of trimethylenemethane have
positive exchange for every positive definite repulsion matrix. -/
theorem trimethylenemethane_exchange_pos {α β : ℝ} (hβ : β ≠ 0)
    {γ : Matrix (Fin 4) (Fin 4) ℝ} (hγ : γ.PosDef) {a b : Fin 4 → ℝ}
    (ha : IsNonbonding α β trimethylenemethane a) (hb : IsNonbonding α β trimethylenemethane b)
    (ha0 : a ≠ 0) (hb0 : b ≠ 0) : 0 < exchange γ a b := by
  obtain ⟨a0, as⟩ := (trimethylenemethane_nonbonding_iff hβ a).mp ha
  obtain ⟨b0, bs⟩ := (trimethylenemethane_nonbonding_iff hβ b).mp hb
  obtain ⟨hnn, hz⟩ := exchange_nonneg_and_eq_zero_iff hγ a b
  refine lt_of_le_of_ne hnn (Ne.symm fun h => ?_)
  have p : ∀ i, a i = 0 ∨ b i = 0 := fun i => by
    by_contra hc
    have hc' := not_or.mp hc
    exact Set.disjoint_left.mp (hz.mp h) hc'.1 hc'.2
  have van : ∀ x : Fin 4 → ℝ, x 0 = 0 → x 1 = 0 → x 2 = 0 → x 3 = 0 → x = 0 := by
    intro x h0 h1 h2 h3
    ext i
    fin_cases i <;> simp [h0, h1, h2, h3]
  -- one of the two vectors vanishes on two outer atoms, hence everywhere
  rcases p 1 with h1 | h1 <;> rcases p 2 with h2 | h2 <;> rcases p 3 with h3 | h3 <;>
    first
      | (refine ha0 (van a a0 ?_ ?_ ?_) <;> linarith)
      | (refine hb0 (van b b0 ?_ ?_ ?_) <;> linarith)
```

In a Pariser–Parr–Pople (PPP) model restricted to one configuration, with one electron in each of two fixed orthonormal orbitals \(a,b\) and all other orbitals doubly occupied or empty, the singlet lies \(2K(a,b)\) above the triplet, so this sign favours the triplet; correlation is not treated.

## The value for uniform repulsion

Substitute \(a_3=-a_1-a_2\) and \(b_3=-b_1-b_2\). Then
\[a\cdot a=2(a_1^2+a_1a_2+a_2^2),\qquad a\cdot b=2a_1b_1+2a_2b_2+a_1b_2+a_2b_1,\]
and likewise for \(b\cdot b\). Expanding both sides, as `ring` does, confirms
\[\sum_i(a_ib_i)^2=a_1^2b_1^2+a_2^2b_2^2+(a_1+a_2)^2(b_1+b_2)^2=\frac{(a\cdot a)(b\cdot b)+2(a\cdot b)^2}{6}.\]
For an orthonormal pair this is \(1/6\), and the \(V(a\cdot b)^2\) term vanishes, so \(K=(U-V)/6\).

For instance, \(a=(0,1,-1,0)/\sqrt2\) and \(b=(0,1,1,-2)/\sqrt6\) have \(\rho=(0,1,-1,0)/\sqrt{12}\), hence \(\sum_i\rho_i^2=1/6\). With illustrative values \(U=11\) eV and \(V=5\) eV, \(K=1\) eV.

```lean
/-- With nonzero resonance integral, on-site repulsion `U` and uniform intersite repulsion `V`,
every orthonormal nonbonding pair of trimethylenemethane has exchange `(U - V) / 6`. -/
theorem trimethylenemethane_exchange_eq {α β : ℝ} (hβ : β ≠ 0) (U V : ℝ)
    {a b : Fin 4 → ℝ} (ha : IsNonbonding α β trimethylenemethane a)
    (hb : IsNonbonding α β trimethylenemethane b)
    (haa : a ⬝ᵥ a = 1) (hbb : b ⬝ᵥ b = 1) (hab : a ⬝ᵥ b = 0) :
    exchange (uniformRepulsion U V) a b = (U - V) / 6 := by
  obtain ⟨a0, as⟩ := (trimethylenemethane_nonbonding_iff hβ a).mp ha
  obtain ⟨b0, bs⟩ := (trimethylenemethane_nonbonding_iff hβ b).mp hb
  have a3 : a 3 = -a 1 - a 2 := by linarith
  have b3 : b 3 = -b 1 - b 2 := by linarith
  -- the quartic overlap sum depends only on the inner products
  have key : ∑ i, (a i * b i) ^ 2
      = ((a ⬝ᵥ a) * (b ⬝ᵥ b) + 2 * (a ⬝ᵥ b) ^ 2) / 6 := by
    simp only [dotProduct, Fin.sum_univ_four, a0, b0, a3, b3]
    ring
  rw [exchange_uniformRepulsion, key, haa, hbb, hab]
  ring

end

end PPPExchange
```

```lean
#print axioms PPPExchange.cyclobutadiene_zero_exchange_basis
-- 'PPPExchange.cyclobutadiene_zero_exchange_basis' depends on axioms: [propext, Classical.choice, Quot.sound]
#print axioms PPPExchange.trimethylenemethane_exchange_pos
-- 'PPPExchange.trimethylenemethane_exchange_pos' depends on axioms: [propext, Classical.choice, Quot.sound]
#print axioms PPPExchange.trimethylenemethane_exchange_eq
-- 'PPPExchange.trimethylenemethane_exchange_eq' depends on axioms: [propext, Classical.choice, Quot.sound]
```
